# Two three-spin states with equal pair expectation values and opposite σxσxσx

## Configurations, states and operators

A basis configuration assigns up or down to each spin. Up is `true` and down is `false`, and the operators are Pauli matrices without factors of $\hbar/2$.

```lean
import Mathlib

open Matrix

namespace ThreeSpinPairData

noncomputable section

variable {ι : Type*} [Fintype ι] [DecidableEq ι]
```

The letter `ι` stands for a finite set of labels, one per spin. Its size stays general until the last two theorems, where it becomes `Fin 3`, the labels 0, 1, 2. A configuration $s$ is a function `ι → Bool`, with $s_i$ the direction of spin $i$.

```lean
/-- The configuration with every spin up. -/
def allUp (ι : Type*) : ι → Bool := fun _ => true
```

This is the configuration $U = u\ldots u$. The text after `:=` is the definition: whatever the label, the answer is `true`.

```lean
/-- The configuration with every spin down. -/
def allDown (ι : Type*) : ι → Bool := fun _ => false
```

Likewise $D = d\ldots d$.

```lean
/-- The state `(u…u + c d…d)/√2` with relative amplitude `c`. -/
def ghz (c : ℂ) : (ι → Bool) → ℂ := fun s =>
  ((√2 : ℝ) : ℂ)⁻¹ * ((if s = allUp ι then 1 else 0) + c * (if s = allDown ι then 1 else 0))
```

A state is a function from configurations to complex amplitudes. This one is
$$\psi_c(s) = \frac{1}{\sqrt2}\left(\delta_{s,U} + c\,\delta_{s,D}\right).$$
For three spins, `ghz 1` is $(uuu+ddd)/\sqrt2$ and `ghz (-1)` is $(uuu-ddd)/\sqrt2$.

```lean
/-- The expectation value `⟨ψ|A|ψ⟩`. -/
def expect (A : Matrix (ι → Bool) (ι → Bool) ℂ) (ψ : (ι → Bool) → ℂ) : ℂ :=
  star ψ ⬝ᵥ (A *ᵥ ψ)
```

An operator is a matrix $A_{st}$ indexed by configurations, and its expectation value is
$$\langle A\rangle_\psi = \sum_s \psi(s)^* \sum_t A_{st}\,\psi(t).$$
There is no division by the squared norm, so this is the physical mean only for normalised $\psi$.

```lean
/-- `A` acts on the spins in `S` only: it is an operator `B` on these spins times the
identity on all others. -/
def ActsOn (S : Finset ι) (A : Matrix (ι → Bool) (ι → Bool) ℂ) : Prop :=
  ∃ B : Matrix (S → Bool) (S → Bool) ℂ, ∀ s t, A s t =
    if ∀ i, i ∉ S → s i = t i then B (fun i => s i) (fun i => t i) else 0
```

Here $S$ is a subset of the spins. The definition says that some matrix $B$ on the configurations of $S$ satisfies
$$A_{st} = B_{s|_S,\,t|_S}\prod_{i\notin S}\delta_{s_i t_i},$$
where $s|_S$ is the part of $s$ that belongs to $S$. This is the usual $B\otimes 1$. `Prop` marks a statement that may be true or false.

```lean
/-- `A` acts on at most two of the spins. -/
def IsPairOp (A : Matrix (ι → Bool) (ι → Bool) ℂ) : Prop :=
  ∃ S : Finset ι, S.card ≤ 2 ∧ ActsOn S A
```

A pair operator acts on some set $S$ of at most two spins. One-spin operators and multiples of the identity are included, and $A$ need not be Hermitian. A Heisenberg Hamiltonian on three spins is a sum of such operators with different sets $S$, so it is generally not a pair operator itself; its expectation value follows from those of its terms by linearity.

```lean
/-- The tensor product of one-spin operators, one for each spin. -/
def productOp (a : ι → Matrix Bool Bool ℂ) : Matrix (ι → Bool) (ι → Bool) ℂ :=
  fun s t => ∏ i, a i (s i) (t i)
```

The tensor product of one-spin matrices $a_i$ has the entries $\prod_i (a_i)_{s_i t_i}$.

```lean
/-- The Pauli matrix `σx`, which exchanges up and down. -/
def sigmaX : Matrix Bool Bool ℂ := fun a b => if a = b then 0 else 1
```

The matrix $\sigma_x$ has 0 on the diagonal and 1 off it.

## Products of two spin operators are pair operators

```lean
/-- A tensor product of one-spin operators that are the identity outside `S` acts on the
spins in `S` only. -/
theorem productOp_actsOn (S : Finset ι) (a : ι → Matrix Bool Bool ℂ)
    (h : ∀ i, i ∉ S → a i = 1) : ActsOn S (productOp a) := by
  refine ⟨fun s t => ∏ i : S, a i (s i) (t i), fun s t => ?_⟩
  split_ifs with hst
  · -- the factors outside `S` are diagonal elements of the identity
    show ∏ i, a i (s i) (t i) = ∏ i : S, a i (s i) (t i)
    rw [Finset.prod_coe_sort S (fun i => a i (s i) (t i))]
    symm
    apply Finset.prod_subset (Finset.subset_univ S)
    intro i _ hi
    rw [h i hi, hst i hi, Matrix.one_apply_eq]
  · -- a spin outside `S` that differs gives a vanishing factor
    obtain ⟨i, hi'⟩ := not_forall.1 hst
    obtain ⟨hi, hne⟩ := Classical.not_imp.1 hi'
    exact Finset.prod_eq_zero (Finset.mem_univ i) (by rw [h i hi, Matrix.one_apply_ne hne])
```

If $a_i = 1$ for every $i\notin S$, the tensor product acts on $S$ only. By hand, split the product:
$$\prod_i (a_i)_{s_i t_i} = \prod_{i\in S}(a_i)_{s_i t_i}\prod_{i\notin S}\delta_{s_i t_i}.$$
The first factor is the required $B$. The proof supplies it and then treats two cases: either $s$ and $t$ agree outside $S$, and the remaining factors are 1, or they differ at some spin there, and one factor is 0. For three spins, $\sigma_{0x}\sigma_{1x}$, the product of $\sigma_x$ on spin 0 and $\sigma_x$ on spin 1, is therefore a pair operator.

## Four matrix elements

```lean
private lemma sum_ghz (c : ℂ) (g : (ι → Bool) → ℂ) :
    ∑ s, ghz c s * g s = ((√2 : ℝ) : ℂ)⁻¹ * (g (allUp ι) + c * g (allDown ι)) := by
  simp only [ghz, mul_add, add_mul, mul_ite, ite_mul, mul_one, mul_zero, zero_mul,
    Finset.sum_add_distrib, Finset.sum_ite_eq', Finset.mem_univ, if_true]
  ring
```

For any function $g$ of configurations, $\sum_s \psi_c(s)\,g(s) = \left(g(U) + c\,g(D)\right)/\sqrt2$, because the Kronecker deltas leave two terms.

```lean
omit [DecidableEq ι] in
private lemma star_ghz (c : ℂ) (s : ι → Bool) : star (ghz c s) = ghz (star c) s := by
  unfold ghz
  split_ifs <;> simp [mul_comm]
```

Complex conjugation of the state conjugates its parameter: $\psi_c(s)^* = \psi_{c^*}(s)$. Lean writes `star` for the conjugate.

```lean
private lemma inv_sqrt_two_sq : ((√2 : ℝ) : ℂ)⁻¹ * ((√2 : ℝ) : ℂ)⁻¹ = 1 / 2 := by
  rw [← mul_inv, ← Complex.ofReal_mul, Real.mul_self_sqrt (by norm_num)]
  norm_num
```

This is $(1/\sqrt2)^2 = 1/2$, stated for complex numbers.

```lean
private lemma star_mul_self_of_phase {c : ℂ} (hc : ‖c‖ = 1) : star c * c = 1 := by
  have h := Complex.conj_mul' c
  rw [hc] at h
  simpa using h
```

A phase, meaning $|c|=1$, satisfies $c^*c = 1$.

```lean
/-- The expectation value in `(u…u + c d…d)/√2` consists of two diagonal terms and two cross
terms between `u…u` and `d…d`. -/
theorem expect_ghz (A : Matrix (ι → Bool) (ι → Bool) ℂ) (c : ℂ) :
    expect A (ghz c) = (A (allUp ι) (allUp ι) + c * A (allUp ι) (allDown ι)
      + star c * A (allDown ι) (allUp ι) + star c * c * A (allDown ι) (allDown ι)) / 2 := by
  have h : expect A (ghz c) = ∑ s, ghz (star c) s * ∑ t, ghz c t * A s t := by
    simp only [expect, dotProduct, Matrix.mulVec, Pi.star_apply, star_ghz]
    refine Finset.sum_congr rfl fun s _ => ?_
    congr 1
    exact Finset.sum_congr rfl fun t _ => mul_comm _ _
  rw [h, sum_ghz, sum_ghz, sum_ghz]
  linear_combination (A (allUp ι) (allUp ι) + c * A (allUp ι) (allDown ι)
    + star c * (A (allDown ι) (allUp ι) + c * A (allDown ι) (allDown ι))) * inv_sqrt_two_sq
```

The sum rule for $\psi_c$ is applied first to the sum over $s$ and then to the two sums over $t$:
$$\begin{aligned}
\langle A\rangle_{\psi_c} &= \sum_s \psi_{c^*}(s)\sum_t \psi_c(t)A_{st}\\
&= \frac{1}{\sqrt2}\left(\sum_t\psi_c(t)A_{Ut} + c^*\sum_t\psi_c(t)A_{Dt}\right)\\
&= \tfrac12\left(A_{UU} + c\,A_{UD} + c^*A_{DU} + c^*c\,A_{DD}\right).
\end{aligned}$$
The three uses of `sum_ghz` after `rw`, the command that rewrites with an equation, are these three sums. The closing `linear_combination` inserts $(1/\sqrt2)^2=1/2$ and checks the remaining algebra.

```lean
/-- For at least one spin and a phase `c`, the state `(u…u + c d…d)/√2` is normalised. -/
theorem ghz_normalized [Nonempty ι] {c : ℂ} (hc : ‖c‖ = 1) :
    star (ghz c : (ι → Bool) → ℂ) ⬝ᵥ ghz c = 1 := by
  have hne : allUp ι ≠ allDown ι := fun h => by
    have := congrFun h (Classical.arbitrary ι)
    simp [allUp, allDown] at this
  have h := expect_ghz (1 : Matrix (ι → Bool) (ι → Bool) ℂ) c
  rw [expect, Matrix.one_mulVec] at h
  rw [h, Matrix.one_apply_eq (allUp ι), Matrix.one_apply_eq (allDown ι),
    Matrix.one_apply_ne hne, Matrix.one_apply_ne hne.symm]
  linear_combination star_mul_self_of_phase hc / 2
```

With $A=1$, the diagonal elements are 1 and the cross elements are 0, so the norm squared is $(1+c^*c)/2 = 1$. The hypothesis `[Nonempty ι]` asks for at least one spin, which makes $U$ and $D$ different.

## The phase is invisible when a spin is left out

```lean
/-- An operator that leaves out at least one spin has in `(u…u + c d…d)/√2`, for any phase `c`,
the mean of its expectation values in `u…u` and `d…d`. -/
theorem expect_of_actsOn {S : Finset ι} (hS : S ≠ Finset.univ)
    {A : Matrix (ι → Bool) (ι → Bool) ℂ} (hA : ActsOn S A) {c : ℂ} (hc : ‖c‖ = 1) :
    expect A (ghz c) = (A (allUp ι) (allUp ι) + A (allDown ι) (allDown ι)) / 2 := by
  obtain ⟨B, hB⟩ := hA
  have hk : ∃ k, k ∉ S := by
    by_contra h
    exact hS (Finset.eq_univ_iff_forall.2 (not_exists_not.1 h))
  obtain ⟨k, hk⟩ := hk
  -- the spin `k` is left alone, so `u…u` and `d…d` are not connected
  have h1 : A (allUp ι) (allDown ι) = 0 := by
    rw [hB, if_neg]
    intro h
    exact absurd (h k hk) (by simp [allUp, allDown])
  have h2 : A (allDown ι) (allUp ι) = 0 := by
    rw [hB, if_neg]
    intro h
    exact absurd (h k hk) (by simp [allUp, allDown])
  rw [expect_ghz, h1, h2, star_mul_self_of_phase hc]
  ring
```

Let $A$ act on a set $S$ that is not the full set of spins, and choose $k\notin S$. Then $A_{UD}$ contains the factor $\delta_{U_k D_k} = 0$, and so does $A_{DU}$. With $c^*c=1$,
$$\langle A\rangle_{\psi_c} = \tfrac12\left(A_{UU}+A_{DD}\right),$$
which does not contain $c$. In the proof, `hk` provides the spin $k$, `h1` and `h2` are the two vanishing cross elements, and the last lines insert them into the four-term formula.

In a numerical calculation the same step is a partial trace. For three spins, tracing out one of them removes the coherence between $uuu$ and $ddd$ and leaves the two-spin density matrix $\tfrac12\left(|uu\rangle\langle uu| + |dd\rangle\langle dd|\right)$ for either sign.

```lean
/-- The product of `σx` over all spins has expectation value `Re c` in
`(u…u + c d…d)/√2`. -/
theorem expect_sigmaX_all [Nonempty ι] (c : ℂ) :
    expect (productOp fun _ : ι => sigmaX) (ghz c) = (c.re : ℂ) := by
  have h := Complex.add_conj c
  push_cast at h
  rw [starRingEnd_apply] at h
  rw [expect_ghz]
  -- only the two cross terms survive
  have huu : productOp (fun _ : ι => sigmaX) (allUp ι) (allUp ι) = 0 := by
    simp [productOp, sigmaX, allUp]
  have hdd : productOp (fun _ : ι => sigmaX) (allDown ι) (allDown ι) = 0 := by
    simp [productOp, sigmaX, allDown]
  have hud : productOp (fun _ : ι => sigmaX) (allUp ι) (allDown ι) = 1 := by
    simp [productOp, sigmaX, allUp, allDown]
  have hdu : productOp (fun _ : ι => sigmaX) (allDown ι) (allUp ι) = 1 := by
    simp [productOp, sigmaX, allUp, allDown]
  rw [huu, hdd, hud, hdu]
  linear_combination h / 2
```

For the product of all $\sigma_x$, with at least one spin, the situation is reversed. Its diagonal elements $A_{UU}$ and $A_{DD}$ are products of zeros, and its cross elements are products of ones:
$$\langle \sigma_x\otimes\cdots\otimes\sigma_x\rangle_{\psi_c} = \tfrac12(c+c^*) = \operatorname{Re} c.$$
The facts `huu`, `hdd`, `hud` and `hdu` are these four values. The theorem allows any complex $c$; when $c$ is not a phase, the mean in the normalised state is $2\operatorname{Re}c/(1+|c|^2)$.

In a state-vector program with three spins stored as bits, this operator sends index $n$ to $7-n$. With $v_n$ the amplitude stored at index $n$, the expectation value is $\sum_n v_n^*v_{7-n}$, and for amplitudes $1/\sqrt2$ and $\pm1/\sqrt2$ at the two ends of the array it equals $\pm1$.

## Three spins

```lean
/-- The three-spin states `(uuu+ddd)/√2` and `(uuu-ddd)/√2` agree in the expectation value of
every operator on at most two spins, while `σx σx σx` has expectation `1` in the first and
`-1` in the second. -/
theorem same_pair_data_different_states :
    (∀ A : Matrix (Fin 3 → Bool) (Fin 3 → Bool) ℂ, IsPairOp A →
      expect A (ghz 1) = expect A (ghz (-1))) ∧
    expect (productOp fun _ : Fin 3 => sigmaX) (ghz 1) = 1 ∧
    expect (productOp fun _ : Fin 3 => sigmaX) (ghz (-1)) = -1 := by
  refine ⟨?_, ?_, ?_⟩
  · rintro A ⟨S, hS, hA⟩
    have hne : S ≠ Finset.univ := by
      rintro rfl
      simp at hS
    rw [expect_of_actsOn hne hA (by simp), expect_of_actsOn hne hA (by simp)]
  · rw [expect_sigmaX_all]
    simp
  · rw [expect_sigmaX_all]
    simp
```

The statement has three parts joined by `∧`, "and". For every pair operator $A$ on three spins,
$$\langle A\rangle_{\psi_1} = \langle A\rangle_{\psi_{-1}},$$
while $\langle\sigma_{0x}\sigma_{1x}\sigma_{2x}\rangle$ is $1$ in $\psi_1$ and $-1$ in $\psi_{-1}$.

For the first part, a set of at most two spins cannot be the full set of three, so both sides equal $\tfrac12(A_{UU}+A_{DD})$. The other two parts are $\operatorname{Re}c$ at $c=1$ and $c=-1$.

```lean
/-- No rule `F` computes the expectation value of `σx σx σx` in every normalised three-spin
state from the expectation values of all operators on at most two spins. -/
theorem no_reconstruction_from_pairs :
    ¬ ∃ F : ({A : Matrix (Fin 3 → Bool) (Fin 3 → Bool) ℂ // IsPairOp A} → ℂ) → ℂ,
      ∀ ψ : (Fin 3 → Bool) → ℂ, star ψ ⬝ᵥ ψ = 1 →
        F (fun A => expect A.1 ψ) = expect (productOp fun _ => sigmaX) ψ := by
  rintro ⟨F, hF⟩
  obtain ⟨h, h1, h2⟩ := same_pair_data_different_states
  have e1 := hF (ghz 1) (ghz_normalized (by simp))
  have e2 := hF (ghz (-1)) (ghz_normalized (by simp))
  -- both states feed the same data into `F`
  have hdata : (fun A : {A : Matrix (Fin 3 → Bool) (Fin 3 → Bool) ℂ // IsPairOp A} =>
      expect A.1 (ghz 1)) = fun A => expect A.1 (ghz (-1)) :=
    funext fun A => h A.1 A.2
  rw [hdata, e2, h1, h2] at e1
  norm_num at e1

end

end ThreeSpinPairData
```

Here `F` is any function that takes the complete table of pair expectation values and returns a number. It need not be linear, continuous or computable. The theorem denies that an `F` exists which gives $\langle\sigma_{0x}\sigma_{1x}\sigma_{2x}\rangle$ correctly for every normalised three-spin state.

Suppose there were one. The two states are normalised and produce the same table $p$, which is `hdata` in the proof. Then $F(p)=1$ from the first state and $F(p)=-1$ from the second, a contradiction that `norm_num` recognises.

The normalisation condition places the failure directly among physical states. Without it, `F` would have to succeed on more vectors, so the theorem would appear to deny less. Here the two versions are in fact equivalent. The identity is a pair operator, so the table contains the squared norm $N$. A rule for normalised states would extend to every nonzero vector: divide the table by $N$, apply the rule and multiply the result by $N$. For the zero vector the value is 0.

The quantifier over states limits the claim. A rule may still exist for a smaller class: in a product state, for instance, the three-spin correlation is the product of the three one-spin means.

For spin simulation the result means that two-spin reduced density matrices, which suffice for the energy of a pairwise Hamiltonian, do not always fix three-spin correlations. The theorems treat distinguishable spins, but the same happens for electrons. Two Slater determinants of orthonormal spin orbitals that differ in three of these orbitals are not connected by any one- or two-body operator. Their normalised sum and difference therefore have the same two-body reduced density matrix, while a three-body operator that connects the determinants can tell them apart.

```lean
#print axioms ThreeSpinPairData.productOp_actsOn
#print axioms ThreeSpinPairData.same_pair_data_different_states
#print axioms ThreeSpinPairData.no_reconstruction_from_pairs
```

```
'ThreeSpinPairData.productOp_actsOn' depends on axioms: [propext, Classical.choice, Quot.sound]
'ThreeSpinPairData.same_pair_data_different_states' depends on axioms: [propext, Classical.choice, Quot.sound]
'ThreeSpinPairData.no_reconstruction_from_pairs' depends on axioms: [propext, Classical.choice, Quot.sound]
```
